# Plasmon sums over the lowest RPA and Tamm–Dancoff energies never increase with the number of energy pairs kept, if $A\pm B$ are positive definite

Q: Suppose I keep only the lowest few roots in the plasmon formula for the RPA correlation energy. If individual terms could have either sign, the partial sums might fall below the full energy and climb back, and a truncated value would bound nothing. What excludes that?

A: An ordering of two spectra. Let $A$, $B$ be real $n\times n$ matrices with $P=A+B$ and $Q=A-B$ symmetric and positive definite. Let $w_0\le\dots\le w_{n-1}$ be the positive eigenvalues of $\begin{pmatrix}A&B\\-B&-A\end{pmatrix}$ and $a_0\le\dots\le a_{n-1}$ those of $A$, the Tamm–Dancoff energies. Then $w_k\le a_k$, so every term $(w_k-a_k)/2$ is nonpositive. For finite real matrices of this kind, a sum that keeps the lowest roots, each with the Tamm–Dancoff energy of the same rank, is an upper bound to the full plasmon energy $\tfrac12\sum_k(w_k-a_k)$. The $a_k$ must be cut together with the $w_k$: with all of $\mathrm{tr}\,A$ kept, the sum would rise with each root added.

Q: Derive it.

A: First, the modes. Write $Q=LL^T$, $K=L^{-T}$, and diagonalise $L^TPL=R\,\Omega^2R^T$ with $R$ orthogonal and $\Omega$ diagonal and positive. Set $U=LR\,\Omega^{-1/2}$ and $V=KR\,\Omega^{1/2}$. Since $L^TK=1$, $QK=L$ and $PLR=KR\,\Omega^2$,
$$U^TV=1,\qquad PU=V\Omega,\qquad QV=U\Omega.$$

With $X=(U+V)/2$ and $Y=(U-V)/2$, adding and subtracting the last two equations gives
$$AX+BY=X\Omega,\qquad -BX-AY=Y\Omega.$$
Swapping $X$ and $Y$ gives $-\Omega$. Also $X^TX-Y^TY=1$ and $X^TY=Y^TX$, so these $2n$ vectors are independent and $\Omega$ holds exactly the positive roots. Order the modes so that $\Omega_{jj}=w_j$.

Now fix $k$. In the span of the lowest $k+1$ eigenvectors of $A$, the $k$ conditions $(V^Tx)_j=0$, $j<k$, leave some $x\ne0$. Put $c=V^Tx$ and $e=U^Tx$, so $x=Uc=Ve$. Then $x\cdot Px=\sum_j w_jc_j^2$, $x\cdot Qx=\sum_j w_je_j^2$ and $x\cdot x=\sum_j c_je_j$. Because $c_j=0$ for $j<k$ and $c_j^2+e_j^2\ge2c_je_j$,
$$2\,x\cdot Ax=\sum_j w_j(c_j^2+e_j^2)\ \ge\ 2w_k\sum_j c_je_j=2w_k\,x\cdot x.$$
But $x\cdot Ax\le a_k\,x\cdot x$. Divide by $x\cdot x>0$.

Q: Show me numbers where $A$ and $B$ don't commute.

A: As a pure matrix example, not one from direct RPA (where $A-B$ is diagonal for real canonical orbitals), take $A=\mathrm{diag}(2,3)$ and $B=\begin{pmatrix}0&2\\2&0\end{pmatrix}$. Since $QPU=U\Omega^2$, the squared roots are the eigenvalues of $QP=\begin{pmatrix}0&-2\\2&5\end{pmatrix}$, namely 1 and 4. So $w=(1,2)$ against $a=(2,3)$, and the sums for $m=0,1,2$ are $0,-\tfrac12,-1$.

Q: Does the code speak about the actual spectra, or about numbers that merely satisfy some equations?

A: The actual spectra, as roots of characteristic polynomials.

In Lean 4 with Mathlib:

```lean
import Mathlib

open Matrix Finset

namespace PlasmonRootOrdering

noncomputable section

variable {n : ℕ}

/-- The RPA matrix with excitation block `A` and coupling block `B`. -/
def rpaMatrix (A B : Matrix (Fin n) (Fin n) ℝ) : Matrix (Fin n ⊕ Fin n) (Fin n ⊕ Fin n) ℝ :=
  fromBlocks A B (-B) (-A)

/-- `w` lists the positive RPA eigenvalues in increasing order, with multiplicity. -/
def IsRPARoots (A B : Matrix (Fin n) (Fin n) ℝ) (w : Fin n → ℝ) : Prop :=
  Monotone w ∧ univ.val.map w = (rpaMatrix A B).charpoly.roots.filter (fun x => 0 < x)

/-- `a` lists the eigenvalues of `A` in increasing order, with multiplicity. -/
def IsSpectrum (A : Matrix (Fin n) (Fin n) ℝ) (a : Fin n → ℝ) : Prop :=
  Monotone a ∧ univ.val.map a = A.charpoly.roots

/-- The truncated plasmon sum: `(w k - a k) / 2` added over the labels `k` below `m`. These are the
lowest roots when `w` and `a` are in increasing order. -/
def plasmonEnergy (w a : Fin n → ℝ) (m : ℕ) : ℝ :=
  ∑ k ∈ univ.filter (fun k : Fin n => (k : ℕ) < m), (w k - a k) / 2
```

`IsRPARoots` says that `w` is increasing and lists the positive roots with multiplicity; `IsSpectrum` does the same for all eigenvalues of `A`. Labels in `Fin n` start at 0, and `plasmonEnergy w a m` keeps those below `m`. The plasmon formula is taken as a definition, with the prefactor ½ of direct RPA; neither it nor the blocks are derived from a Hamiltonian.

Q: And positive definiteness? Wouldn't real, positive roots do?

A: No. For $n=1$, $A=-1$, $B=0$, the RPA roots are $\pm1$, so $w_0=1>a_0=-1$, and the sum rises from 0 to 1. In time-dependent Hartree–Fock with real orbitals, `(A + B).PosDef` and `(A - B).PosDef` mean that the reference is a strict minimum, to second order, against real and imaginary orbital changes. In direct RPA with real canonical orbitals, $A-B$ is the diagonal matrix of orbital energy differences and $B$ is a positive semidefinite Coulomb matrix, so both conditions hold once every virtual level lies above every occupied one.

Q: Then take me through the proof.

A: The first lemma evaluates all the quadratic forms above. The second supplies the reordering of modes, as a permutation.

```lean
/-- A bilinear form becomes a weighted sum over mode coefficients when `S` maps the modes `G`
to multiples of modes `F` dual to `E`. -/
theorem modes_form {S E F G : Matrix (Fin n) (Fin n) ℝ} {d : Fin n → ℝ}
    (h : Eᵀ * F = 1) (hS : S * G = F * diagonal d) (c z : Fin n → ℝ) :
    (E *ᵥ c) ⬝ᵥ (S *ᵥ (G *ᵥ z)) = ∑ j, d j * (c j * z j) := by
  rw [mulVec_mulVec, hS, ← vecMul_transpose E c, ← dotProduct_mulVec, mulVec_mulVec,
    ← Matrix.mul_assoc, h, Matrix.one_mul]
  simp only [dotProduct, mulVec_diagonal]
  exact sum_congr rfl fun j _ => by ring

/-- Two lists of levels with the same values and multiplicities differ by a relabelling. -/
theorem exists_relabelling {f g : Fin n → ℝ} (h : univ.val.map f = univ.val.map g) :
    ∃ σ : Equiv.Perm (Fin n), ∀ k, g (σ k) = f k := by
  have e : ∀ c, Nonempty ({a // f a = c} ≃ {b // g b = c}) := fun c => by
    refine ⟨Fintype.equivOfCardEq ?_⟩
    have h1 := congrArg (Multiset.count c) h
    rw [Multiset.count_map, Multiset.count_map] at h1
    simp only [eq_comm (a := c)] at h1
    rw [Fintype.card_subtype, Fintype.card_subtype]
    exact h1
  exact ⟨Equiv.ofFiberEquiv fun c => (e c).some, fun k => Equiv.ofFiberEquiv_map _ k⟩
```

The next two turn a full set of eigenvectors into the list of roots, and provide orthonormal eigenvectors of a symmetric matrix.

```lean
/-- If the columns of an invertible matrix are eigenvectors of `M`, their eigenvalues are the
roots of the characteristic polynomial, with multiplicity. -/
theorem roots_of_eigenvectors {ι : Type*} [Fintype ι] [DecidableEq ι] {M E : Matrix ι ι ℝ}
    {d : ι → ℝ} (h : M * E = E * diagonal d) (hE : E.det ≠ 0) :
    M.charpoly.roots = univ.val.map d := by
  have hc : M.charpoly =
      ((univ.val.map d).map (fun a => Polynomial.X - Polynomial.C a)).prod := by
    apply Polynomial.funext
    intro t
    have h1 : (scalar ι t - M) * E = E * diagonal (fun k => t - d k) := by
      rw [Matrix.sub_mul, h]
      ext i j
      simp only [scalar_apply, Matrix.sub_apply, diagonal_mul, mul_diagonal]
      ring
    have h2 := congrArg det h1
    rw [det_mul, det_mul, det_diagonal, mul_comm] at h2
    rw [eval_charpoly, mul_left_cancel₀ hE h2, Multiset.map_map]
    change _ = Polynomial.eval t (∏ k, (Polynomial.X - Polynomial.C (d k)))
    simp [Polynomial.eval_prod]
  rw [hc, Polynomial.roots_multiset_prod_X_sub_C]

/-- A real symmetric matrix has an orthonormal set of eigenvectors, with positive eigenvalues if
the matrix is positive definite. -/
theorem exists_eigenvectors {S : Matrix (Fin n) (Fin n) ℝ} (hS : S.IsHermitian) :
    ∃ (O : Matrix (Fin n) (Fin n) ℝ) (d : Fin n → ℝ),
      Oᵀ * O = 1 ∧ S * O = O * diagonal d ∧ (S.PosDef → ∀ k, 0 < d k) := by
  refine ⟨Matrix.of fun i j => (hS.eigenvectorBasis j).ofLp i, hS.eigenvalues, ?_, ?_,
    fun h => h.eigenvalues_pos⟩
  · ext i j
    have h := orthonormal_iff_ite.mp hS.eigenvectorBasis.orthonormal i j
    simpa [PiLp.inner_apply, Matrix.mul_apply, Matrix.one_apply, mul_comm] using h
  · ext i j
    have h := congrFun (hS.mulVec_eigenvectorBasis j) i
    rw [mul_diagonal, Matrix.mul_apply]
    simpa [mulVec, dotProduct, mul_comm] using h
```

Here are $U$ and $V$; the code's `s` is $\Omega^{1/2}$.

```lean
/-- For positive definite `P` and `Q` there are dual sets of modes `U`, `V` that `P` and `Q`
map into each other with positive frequencies. -/
theorem exists_normal_modes {P Q : Matrix (Fin n) (Fin n) ℝ} (hP : P.PosDef) (hQ : Q.PosDef) :
    ∃ (ω : Fin n → ℝ) (U V : Matrix (Fin n) (Fin n) ℝ), (∀ k, 0 < ω k) ∧
      Uᵀ * V = 1 ∧ P * U = V * diagonal ω ∧ Q * V = U * diagonal ω := by
  obtain ⟨O, d, hO, hd, hpos⟩ := exists_eigenvectors hQ.isHermitian
  have hr : ∀ k, ∃ r : ℝ, 0 < r ∧ r ^ 2 = d k := fun k =>
    ⟨√(d k), Real.sqrt_pos.2 (hpos hQ k), Real.sq_sqrt (hpos hQ k).le⟩
  choose r hr0 hr2 using hr
  -- Q = L Lᵀ, and K is the inverse transpose of L
  obtain ⟨L, hL⟩ : ∃ L, L = O * diagonal r := ⟨_, rfl⟩
  obtain ⟨K, hK⟩ : ∃ K, K = O * diagonal (fun k => (r k)⁻¹) := ⟨_, rfl⟩
  have hLK : Lᵀ * K = 1 := by
    rw [hL, hK, transpose_mul, diagonal_transpose, Matrix.mul_assoc, ← Matrix.mul_assoc Oᵀ,
      hO, Matrix.one_mul, diagonal_mul_diagonal, ← diagonal_one]
    exact congrArg diagonal (funext fun k => mul_inv_cancel₀ (hr0 k).ne')
  have hQK : Q * K = L := by
    rw [hK, hL, ← Matrix.mul_assoc, hd, Matrix.mul_assoc, diagonal_mul_diagonal]
    congr 2
    funext k
    rw [← hr2 k, sq, mul_assoc, mul_inv_cancel₀ (hr0 k).ne', mul_one]
  have hKL : Kᵀ * L = 1 := by simpa using congrArg transpose hLK
  have hS : (Lᵀ * P * L).PosDef := by
    have h := hP.conjTranspose_mul_mul_same (B := L) (fun x y h => by
      have h' := congrArg (fun v => Kᵀ *ᵥ v) h
      simpa [mulVec_mulVec, hKL] using h')
    simpa [conjTranspose_eq_transpose_of_trivial] using h
  obtain ⟨R, l, hR, hl, hlpos⟩ := exists_eigenvectors hS.isHermitian
  have hs : ∀ k, ∃ s : ℝ, 0 < s ∧ s ^ 4 = l k := fun k =>
    ⟨√√(l k), Real.sqrt_pos.2 (Real.sqrt_pos.2 (hlpos hS k)), by
      rw [show 4 = 2 * 2 from rfl, pow_mul, Real.sq_sqrt (Real.sqrt_nonneg _),
        Real.sq_sqrt (hlpos hS k).le]⟩
  choose s hs0 hs4 using hs
  have hPL : P * L * R = K * R * diagonal l := by
    rw [Matrix.mul_assoc K, ← hl, ← Matrix.mul_assoc K, ← Matrix.mul_assoc K,
      ← Matrix.mul_assoc K, mul_eq_one_comm.mp hLK, Matrix.one_mul]
  refine ⟨fun k => s k ^ 2, L * R * diagonal (fun k => (s k)⁻¹), K * R * diagonal s,
    fun k => pow_pos (hs0 k) 2, ?_, ?_, ?_⟩
  · calc _ = diagonal (fun k => (s k)⁻¹) * (Rᵀ * (Lᵀ * K) * R) * diagonal s := by
          simp only [transpose_mul, diagonal_transpose, Matrix.mul_assoc]
      _ = 1 := by
          rw [hLK, Matrix.mul_one, hR, Matrix.mul_one, diagonal_mul_diagonal, ← diagonal_one]
          exact congrArg diagonal (funext fun k => inv_mul_cancel₀ (hs0 k).ne')
  · rw [← Matrix.mul_assoc, ← Matrix.mul_assoc, hPL, Matrix.mul_assoc (K * R),
      Matrix.mul_assoc (K * R), diagonal_mul_diagonal, diagonal_mul_diagonal]
    congr 2
    funext k
    have := (hs0 k).ne'
    rw [← hs4 k]
    field_simp
  · rw [← Matrix.mul_assoc, ← Matrix.mul_assoc, hQK, Matrix.mul_assoc (L * R),
      diagonal_mul_diagonal]
    congr 2
    funext k
    have := (hs0 k).ne'
    field_simp
```

The amplitudes come next, without my factors ½, so their norm is 4 instead of 1. `hE` is the eigenvalue equation and `hF` gives independence.

```lean
/-- If `A + B` and `A - B` map dual sets of modes `U`, `V` into each other with positive frequencies
`ω`, then `ω` lists exactly the positive RPA eigenvalues, with multiplicity. -/
theorem positive_roots_of_modes {A B U V : Matrix (Fin n) (Fin n) ℝ} {ω : Fin n → ℝ}
    (hω : ∀ k, 0 < ω k) (hUV : Uᵀ * V = 1) (hP : (A + B) * U = V * diagonal ω)
    (hQ : (A - B) * V = U * diagonal ω) :
    (rpaMatrix A B).charpoly.roots.filter (fun x => 0 < x) = univ.val.map ω := by
  have hVU : Vᵀ * U = 1 := by simpa using congrArg transpose hUV
  have hE : rpaMatrix A B * fromBlocks (U + V) (U - V) (U - V) (U + V) =
      fromBlocks (U + V) (U - V) (U - V) (U + V) *
        diagonal (Sum.elim ω (fun k => -ω k)) := by
    have hn : diagonal (fun k => -ω k) = -diagonal ω := by
      ext i j
      by_cases h : i = j <;> simp [h]
    rw [← fromBlocks_diagonal, hn, rpaMatrix, fromBlocks_multiply, fromBlocks_multiply,
      fromBlocks_inj]
    refine ⟨?_, ?_, ?_, ?_⟩
    · linear_combination (norm := noncomm_ring) hP + hQ
    · linear_combination (norm := noncomm_ring) hP - hQ
    · linear_combination (norm := noncomm_ring) hQ - hP
    · linear_combination (norm := noncomm_ring) -hP - hQ
  -- the indefinite RPA normalisation makes the amplitude matrix invertible
  have hF : fromBlocks (U + V)ᵀ (-(U - V)ᵀ) (-(U - V)ᵀ) (U + V)ᵀ *
      fromBlocks (U + V) (U - V) (U - V) (U + V) =
      fromBlocks ((4 : ℝ) • 1) 0 0 ((4 : ℝ) • 1) := by
    rw [fromBlocks_multiply, fromBlocks_inj]
    refine ⟨?_, ?_, ?_, ?_⟩ <;>
    · simp only [transpose_add, transpose_sub, Matrix.add_mul, Matrix.sub_mul, Matrix.mul_add,
        Matrix.mul_sub, Matrix.neg_mul, hUV, hVU]
      module
  have hdet : (fromBlocks (U + V) (U - V) (U - V) (U + V)).det ≠ 0 := by
    intro h0
    have h := congrArg det hF
    rw [det_mul, h0, mul_zero, det_fromBlocks_zero₂₁, det_smul, det_one, mul_one] at h
    have : (0 : ℝ) < 4 ^ Fintype.card (Fin n) * 4 ^ Fintype.card (Fin n) := by positivity
    exact this.ne h
  have hsum : (univ : Finset (Fin n ⊕ Fin n)).val =
      univ.val.map Sum.inl + univ.val.map Sum.inr := rfl
  rw [roots_of_eigenvectors hE hdet, hsum, Multiset.map_add, Multiset.map_map,
    Multiset.map_map, Multiset.filter_add, Multiset.filter_eq_self.2, Multiset.filter_eq_nil.2,
    add_zero]
  · rfl
  · intro x hx
    obtain ⟨k, -, rfl⟩ := Multiset.mem_map.1 hx
    exact not_lt_of_ge (neg_nonpos.2 (hω k).le)
  · intro x hx
    obtain ⟨k, -, rfl⟩ := Multiset.mem_map.1 hx
    exact hω k
```

Q: Could the theorem be empty because no such `w` exists?

A: No, one exists whenever $A+B$ and $A-B$ are positive definite:

```lean
/-- If `A + B` and `A - B` are positive definite, the RPA matrix has `n` positive eigenvalues,
counted with multiplicity, which can be listed in increasing order. -/
theorem exists_rpaRoots {A B : Matrix (Fin n) (Fin n) ℝ} (hP : (A + B).PosDef)
    (hQ : (A - B).PosDef) : ∃ w, IsRPARoots A B w := by
  obtain ⟨ω, U, V, hω, hUV, h1, h2⟩ := exists_normal_modes hP hQ
  refine ⟨ω ∘ Tuple.sort ω, Tuple.monotone_sort ω, ?_⟩
  have h : univ.val.map (Tuple.sort ω) = univ.val :=
    congrArg Finset.val (Finset.map_univ_equiv (Tuple.sort ω))
  rw [positive_roots_of_modes hω hUV h1 h2, ← Multiset.map_map, h]
```

The comparison follows. The matrix `N` encodes the conditions on $x=Oy$, where the columns of $O$ are eigenvectors of $A$. Its row `k` is zero, so its determinant vanishes and a nonzero `y` exists. `hlower` and `hupper` are the two bounds on $x\cdot Ax$.

```lean
/-- If `A + B` and `A - B` are positive definite, the `k`-th positive RPA eigenvalue is at most
the `k`-th eigenvalue of `A`, both in increasing order. -/
theorem rpaRoot_le {A B : Matrix (Fin n) (Fin n) ℝ} {w a : Fin n → ℝ} (hP : (A + B).PosDef)
    (hQ : (A - B).PosDef) (hw : IsRPARoots A B w) (ha : IsSpectrum A a) (k : Fin n) :
    w k ≤ a k := by
  have hA : A.IsHermitian := by
    ext i j
    have h1 := hP.isHermitian.apply i j
    have h2 := hQ.isHermitian.apply i j
    simp at h1 h2 ⊢
    linarith
  obtain ⟨ω, U, V, hω, hUV, h1, h2⟩ := exists_normal_modes hP hQ
  obtain ⟨O, d, hO, hd, -⟩ := exists_eigenvectors hA
  have hOdet : O.det ≠ 0 := fun h => by simpa [h] using congrArg det hO
  obtain ⟨σ, hσ⟩ := exists_relabelling (hw.2.trans (positive_roots_of_modes hω hUV h1 h2))
  obtain ⟨τ, hτ⟩ := exists_relabelling (ha.2.trans (roots_of_eigenvectors hd hOdet))
  have hVU : Vᵀ * U = 1 := by simpa using congrArg transpose hUV
  -- x = O y uses the k+1 lowest levels of A and has no component on the k lowest modes
  let N : Matrix (Fin n) (Fin n) ℝ := Matrix.of fun i j =>
    if i < k then (Vᵀ * O) (σ i) j else if i = k then 0 else if τ i = j then 1 else 0
  obtain ⟨y, hy0, hy⟩ := exists_mulVec_eq_zero_iff.mpr
    (det_eq_zero_of_row_eq_zero (A := N) k (fun j => by simp [N]))
  obtain ⟨c, hc⟩ : ∃ c, c = (Vᵀ * O) *ᵥ y := ⟨_, rfl⟩
  obtain ⟨e, he⟩ : ∃ e, e = (Uᵀ * O) *ᵥ y := ⟨_, rfl⟩
  have hlow : ∀ j, j < k → c (σ j) = 0 := fun j hj => by
    have h := congrFun hy j
    rw [hc]
    simpa [N, mulVec, dotProduct, hj] using h
  have hhigh : ∀ j, k < j → y (τ j) = 0 := fun j hj => by
    have h := congrFun hy j
    simpa [N, mulVec, dotProduct, not_lt_of_gt hj, hj.ne'] using h
  have hUc : U *ᵥ c = O *ᵥ y := by
    rw [hc, mulVec_mulVec, ← Matrix.mul_assoc, mul_eq_one_comm.mp hVU, Matrix.one_mul]
  have hVe : V *ᵥ e = O *ᵥ y := by
    rw [he, mulVec_mulVec, ← Matrix.mul_assoc, mul_eq_one_comm.mp hUV, Matrix.one_mul]
  have q1 := modes_form hUV h1 c c
  have q2 := modes_form hVU h2 e e
  have q3 := modes_form (S := 1) (G := V) (d := fun _ => 1) hUV (by simp) c e
  have q4 := modes_form hO hd y y
  have q5 := modes_form (S := 1) (G := O) (d := fun _ => 1) hO (by simp) y y
  rw [hUc, add_mulVec, dotProduct_add] at q1
  rw [hVe, sub_mulVec, dotProduct_sub] at q2
  rw [hUc, hVe] at q3
  have hlower : 2 * w k * ∑ j, 1 * (c j * e j) ≤
      ∑ j, ω j * (c j * c j) + ∑ j, ω j * (e j * e j) := by
    rw [← sum_add_distrib, mul_sum]
    refine sum_le_sum fun i _ => ?_
    obtain ⟨j, rfl⟩ := σ.surjective i
    have hp := hω (σ j)
    rcases lt_or_ge j k with hj | hj
    · rw [hlow j hj]
      nlinarith [mul_nonneg hp.le (mul_self_nonneg (e (σ j)))]
    · have hm : w k ≤ ω (σ j) := (hσ j).symm ▸ hw.1 hj
      have hk : 0 < w k := hσ k ▸ hω (σ k)
      nlinarith [mul_nonneg hk.le (sq_nonneg (c (σ j) - e (σ j))),
        mul_nonneg (sub_nonneg.2 hm) (add_nonneg (sq_nonneg (c (σ j))) (sq_nonneg (e (σ j))))]
  have hupper : ∑ j, d j * (y j * y j) ≤ a k * ∑ j, 1 * (y j * y j) := by
    rw [mul_sum]
    refine sum_le_sum fun i _ => ?_
    obtain ⟨j, rfl⟩ := τ.surjective i
    rcases lt_or_ge k j with hj | hj
    · simp [hhigh j hj]
    · have hm : d (τ j) ≤ a k := (hτ j).symm ▸ ha.1 hj
      nlinarith [mul_nonneg (sub_nonneg.2 hm) (mul_self_nonneg (y (τ j)))]
  have hpos : 0 < ∑ j, 1 * (y j * y j) := by
    obtain ⟨j, hj⟩ := Function.ne_iff.1 hy0
    exact sum_pos' (fun i _ => by nlinarith [mul_self_nonneg (y i)])
      ⟨j, mem_univ j, by rw [one_mul]; exact mul_self_pos.2 hj⟩
  rw [← q3, q5] at hlower
  exact le_of_mul_le_mul_right (by linarith) hpos
```

Q: And the energy itself?

A: `Antitone` says that raising the cutoff never raises the sum; it may stay level, as it does for $B=0$. The second part identifies the value at $m=n$ as $(\sum_k w_k-\mathrm{tr}\,A)/2$, using that the trace is the sum of the eigenvalues.

```lean
/-- If `A + B` and `A - B` are positive definite, the truncated plasmon sums never increase with
the number of roots kept, and with all `n` roots they give half of `∑ w - tr A`. -/
theorem plasmonEnergy_antitone {A B : Matrix (Fin n) (Fin n) ℝ} {w a : Fin n → ℝ}
    (hP : (A + B).PosDef) (hQ : (A - B).PosDef) (hw : IsRPARoots A B w)
    (ha : IsSpectrum A a) :
    Antitone (plasmonEnergy w a) ∧ plasmonEnergy w a n = (∑ k, w k - A.trace) / 2 := by
  constructor
  · intro m m' hm
    have hsub : univ.filter (fun k : Fin n => (k : ℕ) < m) ⊆
        univ.filter (fun k : Fin n => (k : ℕ) < m') := fun k hk => by
      simp only [mem_filter, mem_univ, true_and] at hk ⊢
      omega
    have h := sum_le_sum_of_subset_of_nonneg (f := fun k => (a k - w k) / 2) hsub
      (fun k _ _ => by linarith [rpaRoot_le hP hQ hw ha k])
    have hneg : ∀ s : Finset (Fin n),
        ∑ k ∈ s, (w k - a k) / 2 = -∑ k ∈ s, (a k - w k) / 2 := fun s => by
      rw [← sum_neg_distrib]
      exact sum_congr rfl fun k _ => by ring
    unfold plasmonEnergy
    rw [hneg, hneg]
    exact neg_le_neg h
  · have hA : A.IsHermitian := by
      ext i j
      have h1 := hP.isHermitian.apply i j
      have h2 := hQ.isHermitian.apply i j
      simp at h1 h2 ⊢
      linarith
    obtain ⟨O, d, hO, hd, -⟩ := exists_eigenvectors hA
    have hOdet : O.det ≠ 0 := fun h => by simpa [h] using congrArg det hO
    have hsum : ∑ k, a k = ∑ k, d k :=
      congrArg Multiset.sum (ha.2.trans (roots_of_eigenvectors hd hOdet))
    -- the trace of A is the sum of its eigenvalues
    have htr : A.trace = ∑ k, d k := by
      rw [← Matrix.mul_one A, ← mul_eq_one_comm.mp hO, ← Matrix.mul_assoc, hd,
        Matrix.trace_mul_comm, ← Matrix.mul_assoc, hO, Matrix.one_mul, trace_diagonal]
    have hall : univ.filter (fun k : Fin n => (k : ℕ) < n) = univ :=
      filter_true_of_mem fun k _ => k.isLt
    rw [plasmonEnergy, hall, ← sum_div, sum_sub_distrib, htr, hsum]

end

end PlasmonRootOrdering
```

```lean
#print axioms PlasmonRootOrdering.exists_rpaRoots
#print axioms PlasmonRootOrdering.plasmonEnergy_antitone
```

```
'PlasmonRootOrdering.exists_rpaRoots' depends on axioms: [propext, Classical.choice, Quot.sound]
'PlasmonRootOrdering.plasmonEnergy_antitone' depends on axioms: [propext, Classical.choice, Quot.sound]
```
